# The differential capacitance of a stable capacitor exceeds its geometric capacitance exactly when its electron layer has negative compressibility

Take a capacitor in which one plate is an ordinary metal and the other is a thin layer of electrons. Part of the applied voltage $V$ maintains the electric field between the plates, and the rest changes the chemical potential of the layer. If adding electrons lowers that chemical potential, the layer assists the charging. When does a small increase in voltage then add more charge per volt than the geometry alone would allow?

Let $C>0$ be the geometric capacitance, fixed by the plates and the dielectric, and let $f(q)$ be the internal energy of the layer at charge $q$, without the electrostatic energy already counted in $C$. Added electrons are counted as positive $q$, and the sign of $V$ is chosen to match. The geometric part of the voltage is $q/C$, and the layer contributes its chemical potential per unit charge, $f'(q)$. The charge $Q(V)$ therefore obeys

$$\frac{Q(V)}{C}+f'(Q(V))=V .$$

The differential capacitance is the derivative $Q'(V)$. Write $k=f''(Q(V))$ at the voltage of interest. If $Q$ is continuous there, the balance holds at all nearby voltages, and $1/C+k>0$, then

$$Q'(V)=\frac{1}{1/C+k},\qquad\text{and}\qquad Q'(V)>C\iff k<0 .$$

The sign of $k$ is the sign of the layer's compressibility. The condition $1/C+k>0$ expresses local stability against a change of the total charge at fixed voltage: it makes the second derivative of $q^2/(2C)+f(q)-Vq$ positive at the equilibrium charge.

## Inverting the voltage–charge relation

Set $W(q)=q/C+f'(q)$. Differentiation gives $W'(Q(V))=1/C+k$, so the inverse capacitances add as they do for capacitors in series.

For $U$ near $V$ the balance reads $W(Q(U))=U$. If $U\neq V$, then $Q(U)\neq Q(V)$, since equal charges would give equal voltages. Hence

$$\frac{Q(U)-Q(V)}{U-V}=\left(\frac{W(Q(U))-W(Q(V))}{Q(U)-Q(V)}\right)^{-1}.$$

As $U\to V$, continuity gives $Q(U)\to Q(V)$, and the bracket tends to $1/C+k\neq0$. This proves that $Q$ is differentiable and gives its derivative.

Since $1/C+k$ is positive, $C<1/(1/C+k)$ is equivalent to $C(1/C+k)<1$, that is, to $1+Ck<1$, or $k<0$. If $1/C+k$ is negative instead, the same derivative formula gives $Q'(V)<0$. In that case $k<-1/C<0$ and yet $Q'(V)<C$, so the equivalence needs stability.

## A two-dimensional layer with exchange

For a uniform, ideally thin two-dimensional layer with a parabolic band and a fixed spin polarization, take

$$f(q)=\frac a2q^2-\frac{2b}{3}q^{3/2},\qquad a,b\ge0 .$$

The constant $a$ stands for the kinetic cost of filling higher states, and $b$ for the strength of exchange. A term linear in $q$ would only shift the zero of voltage and is left out, so $V=0$ below need not be zero bias in a device. At $q>0$,

$$f'(q)=aq-b\sqrt q,\qquad f''(q)=a-\frac{b}{2\sqrt q}.$$

With $s=\sqrt q$ and $A=1/C+a$, the balance becomes $As^2-bs=V$. Its upper root is

$$s=\frac{b+\sqrt{b^2+4AV}}{2A}.$$

If $b^2+4AV>0$, then $s>0$ and $2As>b$. The second inequality says $A-b/(2s)>0$, which is exactly the stability condition. The capacitance exceeds $C$ when $a-b/(2s)<0$, that is, when $2a\sqrt Q<b$. For $a>0$ this is a low-density condition.

At $V=0$ with $b>0$, the upper root satisfies $As=b$. The criterion $2as<b$ becomes $2as<(1/C+a)s$, and so $a<1/C$.

In electronic-structure terms, the result turns the second derivative of a layer's energy with respect to its total charge into a capacitance; the explicit example keeps only kinetic and exchange energy and omits correlation.

## The energy, its curvature and the voltage in Lean

All quantities are real numbers, with units left implicit.

```lean
import Mathlib

open Filter
open scoped Topology

namespace NegativeCompressibilityCapacitance

noncomputable section
```

The predicate `HasCurvatureAt f k q` says that $f$ has a first derivative `μ` throughout a neighbourhood of $q$, and that `μ` has derivative $k$ at $q$. The notation `∀ᶠ x in 𝓝 q` means "for all $x$ sufficiently close to $q$".

```lean
/-- The energy `f` is twice differentiable at the charge `q`, with second derivative `k`. -/
def HasCurvatureAt (f : ℝ → ℝ) (k q : ℝ) : Prop :=
  ∃ μ : ℝ → ℝ, (∀ᶠ x in 𝓝 q, HasDerivAt f (μ x) x) ∧ HasDerivAt μ k q
```

The function called $W$ above is `voltage C f`. Its chemical potential is the derivative of the energy and not an independent input.

```lean
/-- Voltage at charge `q`: the geometric part `q / C` plus the chemical potential `f'(q)`
of the electron layer. -/
def voltage (C : ℝ) (f : ℝ → ℝ) (q : ℝ) : ℝ := q / C + deriv f q
```

The series law comes first. The function `μ` agrees with `deriv f` near $q$, so `deriv f` also has derivative $k$ there; adding the derivative of $q/C$ finishes the proof.

```lean
/-- The inverse capacitances add: the derivative of the voltage with respect to charge
is `1/C + f''(q)`. -/
theorem hasDerivAt_voltage {C k q : ℝ} {f : ℝ → ℝ} (hf : HasCurvatureAt f k q) :
    HasDerivAt (voltage C f) (1 / C + k) q := by
  obtain ⟨μ, h1, h2⟩ := hf
  have hd : HasDerivAt (deriv f) k q :=
    h2.congr_of_eventuallyEq (h1.mono fun x hx => hx.deriv)
  exact ((hasDerivAt_id' q).div_const C).fun_add hd
```

## Differential capacitance and the role of stability

The next theorem assumes continuity of `Q` at `V` (`hQ`), the balance at voltages near `V` (`hbal`), and a nonzero slope (`hk`). Differentiability of `Q` is a conclusion. The lemma `HasDerivAt.of_local_left_inverse` carries out the difference-quotient argument: `voltage C f` undoes `Q` near `V`, so the slopes are reciprocal.

```lean
/-- A continuous charge curve `Q` that satisfies the voltage balance near `V` is differentiable
at `V`, with differential capacitance `1 / (1/C + f''(Q))`. -/
theorem hasDerivAt_charge {C k V : ℝ} {f Q : ℝ → ℝ} (hf : HasCurvatureAt f k (Q V))
    (hQ : ContinuousAt Q V) (hbal : ∀ᶠ U in 𝓝 V, voltage C f (Q U) = U)
    (hk : 1 / C + k ≠ 0) : HasDerivAt Q (1 / (1 / C + k)) V := by
  -- the charge curve is a local inverse of the voltage
  rw [one_div (1 / C + k)]
  exact HasDerivAt.of_local_left_inverse hQ (hasDerivAt_voltage hf) hk hbal
```

The main theorem adds $C>0$ and the stability hypothesis `hstable`. Its conclusion has two parts: the derivative of `Q`, and the equivalence between `C < deriv Q V` and `k < 0`. The existence of a charge curve is assumed here, as is its stability. In the proof, `lt_div_iff₀` multiplies through by the positive denominator, `e` rewrites the product as $1+Ck$, and the two directions follow from the sign of $Ck$.

```lean
/-- On a stable charge curve the differential capacitance is `1 / (1/C + f''(Q))`, and it exceeds
the geometric capacitance `C` exactly when `f''(Q) < 0`. -/
theorem capacitance_exceeds_geometric_iff {C k V : ℝ} {f Q : ℝ → ℝ} (hC : 0 < C)
    (hf : HasCurvatureAt f k (Q V)) (hQ : ContinuousAt Q V)
    (hbal : ∀ᶠ U in 𝓝 V, voltage C f (Q U) = U) (hstable : 0 < 1 / C + k) :
    HasDerivAt Q (1 / (1 / C + k)) V ∧ (C < deriv Q V ↔ k < 0) := by
  have h := hasDerivAt_charge hf hQ hbal hstable.ne'
  refine ⟨h, ?_⟩
  have e : C * (1 / C + k) = 1 + C * k := by
    rw [mul_add, mul_one_div_cancel hC.ne']
  rw [h.deriv, lt_div_iff₀ hstable, e]
  constructor
  · intro h1
    by_contra h2
    have h3 := mul_nonneg hC.le (not_lt.mp h2)
    linarith
  · intro h1
    have h3 := mul_neg_of_pos_of_neg hC h1
    linarith
```

With the opposite sign of $1/C+k$, the derivative formula still applies and its value is negative.

```lean
/-- If `1/C + f''(Q)` is negative, the differential capacitance is negative. -/
theorem capacitance_neg_of_unstable {C k V : ℝ} {f Q : ℝ → ℝ}
    (hf : HasCurvatureAt f k (Q V)) (hQ : ContinuousAt Q V)
    (hbal : ∀ᶠ U in 𝓝 V, voltage C f (Q U) = U) (hunstable : 1 / C + k < 0) :
    deriv Q V < 0 := by
  rw [(hasDerivAt_charge hf hQ hbal hunstable.ne).deriv]
  exact one_div_neg.mpr hunstable
```

## The explicit charge curve

The layer energy writes $q^{3/2}$ as `q * √q`. It is used only at positive charge.

```lean
/-- Energy of a two-dimensional electron layer: a kinetic term proportional to `q ^ 2` and
an exchange term proportional to `-q ^ (3/2)`. -/
def layerEnergy (a b q : ℝ) : ℝ := a / 2 * q ^ 2 - 2 * b / 3 * (q * √q)
```

The first derivative follows from the product rule. The auxiliary identity `key` is $x/(2\sqrt x)=\sqrt x/2$, which combines the two contributions of the exchange term into $-b\sqrt x$.

```lean
/-- The chemical potential of the layer at positive charge is `a q - b √q`. -/
theorem hasDerivAt_layerEnergy (a b : ℝ) {x : ℝ} (hx : 0 < x) :
    HasDerivAt (layerEnergy a b) (a * x - b * √x) x := by
  have hp : 0 < √x := Real.sqrt_pos.mpr hx
  have hx2 : √x * √x = x := Real.mul_self_sqrt hx.le
  have key : x * (1 / (2 * √x)) = √x / 2 := by
    rw [mul_one_div, div_eq_div_iff (by positivity) (by norm_num)]
    linear_combination (-2) * hx2
  have h3 : HasDerivAt (fun y : ℝ => y ^ 2) (2 * x) x := by
    simpa using hasDerivAt_pow 2 x
  have h4 : HasDerivAt (fun y : ℝ => y * √y) (1 * √x + x * (1 / (2 * √x))) x :=
    (hasDerivAt_id' x).fun_mul (Real.hasDerivAt_sqrt hx.ne')
  refine ((h3.const_mul (a / 2)).fun_sub (h4.const_mul (2 * b / 3))).congr_deriv ?_
  linear_combination (-(2 * b / 3)) * key
```

To obtain the curvature, the proof supplies $ax-b\sqrt x$ as `μ`. Charges near a positive $q$ are also positive, so the preceding formula holds on a neighbourhood, and one further differentiation gives $k=a-b/(2\sqrt q)$.

```lean
/-- The second derivative of the layer energy at positive charge is `a - b / (2 √q)`. -/
theorem layerEnergy_curvature (a b : ℝ) {q : ℝ} (hq : 0 < q) :
    HasCurvatureAt (layerEnergy a b) (a - b / (2 * √q)) q := by
  refine ⟨fun x => a * x - b * √x, ?_, ?_⟩
  · filter_upwards [lt_mem_nhds hq] with x hx
    exact hasDerivAt_layerEnergy a b hx
  · exact (((hasDerivAt_id' q).const_mul a).fun_sub
      ((Real.hasDerivAt_sqrt hq.ne').const_mul b)).congr_deriv (by ring)
```

The upper root $s$ and the charge $s^2$ are now defined as functions of voltage.

```lean
/-- The upper root `s` of the quadratic balance `(1/C + a) s ^ 2 - b s = V`. -/
def layerRoot (C a b V : ℝ) : ℝ :=
  (b + √(b ^ 2 + 4 * (1 / C + a) * V)) / (2 * (1 / C + a))

/-- The charge of the layer at voltage `V`, the square of the upper root. -/
def layerCharge (C a b V : ℝ) : ℝ := layerRoot C a b V ^ 2
```

The specification of the root contains the three facts used by hand: $s>0$, $As^2-bs=V$ and $b<2As$. Writing $r$ for the square root of the discriminant, `h1` says $2As=b+r$ and `hrr` says $r^2=b^2+4AV$. The final `linear_combination` completes the square from these two equations, after multiplication by $4A$.

```lean
/-- The upper root is positive, solves the quadratic balance, and lies above the turning point
`b / (2 (1/C + a))`. -/
theorem layerRoot_spec {C a b V : ℝ} (hC : 0 < C) (ha : 0 ≤ a) (hb : 0 ≤ b)
    (hV : 0 < b ^ 2 + 4 * (1 / C + a) * V) :
    0 < layerRoot C a b V ∧
      (1 / C + a) * layerRoot C a b V ^ 2 - b * layerRoot C a b V = V ∧
      b < 2 * (1 / C + a) * layerRoot C a b V := by
  have hA : 0 < 1 / C + a := by positivity
  have hr : 0 < √(b ^ 2 + 4 * (1 / C + a) * V) := Real.sqrt_pos.mpr hV
  have hrr := Real.mul_self_sqrt hV.le
  have h1 : 2 * (1 / C + a) * layerRoot C a b V = b + √(b ^ 2 + 4 * (1 / C + a) * V) :=
    mul_div_cancel₀ _ (by positivity)
  refine ⟨div_pos (by linarith) (by linarith), ?_, by linarith⟩
  -- complete the square
  generalize √(b ^ 2 + 4 * (1 / C + a) * V) = r at *
  generalize layerRoot C a b V = s at *
  generalize 1 / C + a = A at *
  have h4 : 4 * A ≠ 0 := by positivity
  apply mul_left_cancel₀ h4
  linear_combination (2 * A * s - b + r) * h1 + hrr
```

The explicit curve can now be put into the general theorem, with every hypothesis proved. Continuity comes from the formula. Positivity of the discriminant persists at nearby voltages, so the balance holds there as well. The inequality $b<2As$ supplies stability. The last lines turn $a-b/(2s)<0$ into $2as<b$.

The theorem includes $b=0$, where the discriminant condition requires $V>0$ and the capacitance never exceeds $C$. It also includes $a=0$, where any $b>0$ gives an enhancement at every admissible voltage.

```lean
/-- For the layer with exchange, the differential capacitance along the explicit charge curve
exceeds `C` exactly when `2 a √Q < b`. -/
theorem layer_capacitance {C a b V : ℝ} (hC : 0 < C) (ha : 0 ≤ a) (hb : 0 ≤ b)
    (hV : 0 < b ^ 2 + 4 * (1 / C + a) * V) :
    HasDerivAt (layerCharge C a b)
        (1 / (1 / C + (a - b / (2 * √(layerCharge C a b V))))) V ∧
      (C < deriv (layerCharge C a b) V ↔ 2 * a * √(layerCharge C a b V) < b) := by
  obtain ⟨hs, -, hturn⟩ := layerRoot_spec hC ha hb hV
  have hsq : √(layerCharge C a b V) = layerRoot C a b V := Real.sqrt_sq hs.le
  have hcont : Continuous (layerCharge C a b) := by
    unfold layerCharge layerRoot
    fun_prop
  have hdisc : Continuous fun U : ℝ => b ^ 2 + 4 * (1 / C + a) * U := by fun_prop
  -- the explicit curve satisfies the voltage balance near V
  have hbal : ∀ᶠ U in 𝓝 V, voltage C (layerEnergy a b) (layerCharge C a b U) = U := by
    filter_upwards [(hdisc.tendsto V).eventually (lt_mem_nhds hV)] with U hU
    obtain ⟨hp, he, -⟩ := layerRoot_spec hC ha hb hU
    have hq : 0 < layerCharge C a b U := pow_pos hp 2
    have hr : √(layerCharge C a b U) = layerRoot C a b U := Real.sqrt_sq hp.le
    rw [voltage, (hasDerivAt_layerEnergy a b hq).deriv, hr, layerCharge]
    linear_combination he
  -- lying above the turning point is the stability condition
  have hstable : 0 < 1 / C + (a - b / (2 * √(layerCharge C a b V))) := by
    rw [hsq]
    have h : b / (2 * layerRoot C a b V) < 1 / C + a := by
      rw [div_lt_iff₀ (by positivity)]
      linarith
    linarith
  have hpos : 0 < layerCharge C a b V := pow_pos hs 2
  have hmain := capacitance_exceeds_geometric_iff (Q := layerCharge C a b) (V := V) hC
    (layerEnergy_curvature a b hpos) hcont.continuousAt hbal hstable
  refine ⟨hmain.1, hmain.2.trans ?_⟩

  rw [hsq, sub_neg, lt_div_iff₀ (by positivity)]
  constructor <;> intro h <;> linarith
```

At zero voltage, `hroot` divides the balance $As^2=bs$ by the positive root $s$ to obtain $As=b$. Substitution into the previous criterion and cancellation of $s$ leave a comparison of $a$ with $1/C$. The exchange strength has dropped out: as long as $b>0$, its value affects the charge but not whether the capacitance exceeds $C$.

```lean
/-- At zero voltage and with exchange present, the differential capacitance on the explicit
charge curve exceeds `C` exactly when the kinetic coefficient satisfies `a < 1/C`. -/
theorem layer_capacitance_zero_voltage {C a b : ℝ} (hC : 0 < C) (ha : 0 ≤ a) (hb : 0 < b) :
    C < deriv (layerCharge C a b) 0 ↔ a < 1 / C := by
  have hV : 0 < b ^ 2 + 4 * (1 / C + a) * 0 := by
    rw [mul_zero, add_zero]
    positivity
  obtain ⟨hs, he, -⟩ := layerRoot_spec hC ha hb.le hV
  have hsq : √(layerCharge C a b 0) = layerRoot C a b 0 := Real.sqrt_sq hs.le
  have hroot : (1 / C + a) * layerRoot C a b 0 = b := by
    apply mul_right_cancel₀ hs.ne'
    linear_combination he
  rw [(layer_capacitance hC ha hb.le hV).2, hsq]
  constructor
  · intro h
    by_contra hn
    have h2 := mul_le_mul_of_nonneg_right (not_lt.mp hn) hs.le
    linarith
  · intro h
    have h2 := mul_lt_mul_of_pos_right h hs
    linarith

end

end NegativeCompressibilityCapacitance
```

```lean
#print axioms NegativeCompressibilityCapacitance.capacitance_exceeds_geometric_iff
#print axioms NegativeCompressibilityCapacitance.capacitance_neg_of_unstable
#print axioms NegativeCompressibilityCapacitance.layer_capacitance_zero_voltage
```

```
'NegativeCompressibilityCapacitance.capacitance_exceeds_geometric_iff' depends on axioms: [propext, Classical.choice, Quot.sound]
'NegativeCompressibilityCapacitance.capacitance_neg_of_unstable' depends on axioms: [propext, Classical.choice, Quot.sound]
'NegativeCompressibilityCapacitance.layer_capacitance_zero_voltage' depends on axioms: [propext, Classical.choice, Quot.sound]
```
